# A jointly convex energy that is bounded below stays convex when internal coordinates are relaxed

## Relaxed scans

In a relaxed scan one holds a chosen coordinate \(x\) fixed, minimises the energy over the remaining coordinates \(y\), here called internal, records the minimum, and moves to the next \(x\). If the energy is jointly convex in \((x,y)\) over the region scanned, and bounded below in \(y\) at each \(x\), the exact relaxed curve is convex too. A molecular potential energy surface usually meets the joint convexity condition only in a limited region, such as, in coordinates that leave out overall translation and rotation, a small ball around a minimum with a positive definite Hessian.

## The relaxed energy

Let \(X\) and \(Y\) be real vector spaces, \(S\subseteq X\times Y\) a convex set of allowed configurations, and \(E\) a real energy that is convex on \(S\). An outer coordinate \(x\) is accessible if \((x,y)\in S\) for some \(y\). For accessible \(x\), define

\[
R(x)=\inf\{E(x,y) : (x,y)\in S\}.
\]

We assume that this set of energies is bounded below. Physically, the internal coordinates cannot release unlimited energy while \(x\) is held fixed.

## Mixing two nearly relaxed configurations

Take accessible \(x_1,x_2\) and weights \(a,b\ge 0\) with \(a+b=1\). For any \(\varepsilon>0\), the definition of the infimum gives allowed \(y_1,y_2\) with

\[
E(x_1,y_1)<R(x_1)+\varepsilon,\qquad E(x_2,y_2)<R(x_2)+\varepsilon .
\]

Since \(S\) is convex, the mixture \((ax_1+bx_2,\;ay_1+by_2)\) is allowed, so \(ax_1+bx_2\) is accessible. The mixture is a trial configuration there, and therefore

\[
\begin{aligned}
R(ax_1+bx_2)&\le E(ax_1+bx_2,\;ay_1+by_2)\\
&\le aE(x_1,y_1)+bE(x_2,y_2)\\
&\le aR(x_1)+bR(x_2)+\varepsilon .
\end{aligned}
\]

The last step uses \(a\varepsilon+b\varepsilon=\varepsilon\). As \(\varepsilon\) was arbitrary, \(R\) is convex.

Now suppose that \(E\) is strictly convex and every inner minimum is attained. Take \(x_1\ne x_2\) and \(a,b>0\), and let \(y_1,y_2\) be exact minimisers. The two configurations differ, so the middle inequality is strict and no \(\varepsilon\) is needed. Hence \(R\) is strictly convex.

## Two coupled harmonic coordinates

Let \(a,b,c\) now denote force constants, with \(c>0\), in

\[
E(x,y)=\tfrac a2x^2+bxy+\tfrac c2y^2
=\tfrac12\Big(a-\frac{b^2}{c}\Big)x^2+\tfrac c2\Big(y+\frac bc x\Big)^2 .
\]

The square vanishes at \(y=-bx/c\), which leaves \(R(x)=\tfrac k2x^2\) with \(k=a-b^2/c\). Relaxation softens the outer force constant by \(b^2/c\).

If \(R\) is convex, comparing the midpoint of \(1\) and \(-1\) with the end points gives \(0=R(0)\le k/2\). Conversely, for weights \(s,t\ge0\) with \(s+t=1\),

\[
su^2+tv^2-(su+tv)^2=st(u-v)^2\ge 0,
\]

so \(k\ge0\) makes \(R\) convex. Multiplying \(k\ge0\) by \(c\) turns the condition into \(b^2\le ac\).

With \(a=c=1\) and \(b=2\), the energy is convex in \(x\) at fixed \(y\) and in \(y\) at fixed \(x\), because each squared term has coefficient \(\tfrac12\) and the coupling is then linear. Yet \(R(x)=-\tfrac32x^2\) is not convex. Convexity in each coordinate separately is therefore not enough.

## How the Lean statements express the physics

The types `X` and `Y` hold the outer and internal coordinates. They are real vector spaces with no topology or dimension limit, so `E` need not be continuous. `internalEnergies S E x` is the set of energies reachable at fixed `x`, `relaxedEnergy S E x` is its infimum \(R(x)\), and `Prod.fst '' S` is the set of accessible outer coordinates.

The main theorem, `convexOn_relaxedEnergy`, has two hypotheses. `ConvexOn ℝ S E` contains both the convexity of `S` and the joint convexity of `E` on it; `hbdd` is the lower bound at each accessible `x`. The bound matters because Lean assigns the value 0 to the infimum of a real set that is unbounded below. `convexOn_iInf_energy` is the case without constraints, where every pair \((x,y)\) is allowed.

Joint convexity and boundedness are assumed, not derived from a Hamiltonian, and the strict version also assumes that minimisers exist. The infimum is exact, so the error of an incompletely converged inner optimisation is not covered. Constraints enter only through a convex `S`; a fixed bond length in Cartesian coordinates, for example, generally does not define one.

## The Lean file

```lean
import Mathlib

open Set

namespace RelaxedEnergyConvexity

noncomputable section

variable {X Y : Type*}

/-- The energies reachable at fixed outer coordinate `x` by varying the internal coordinate `y`
within the set `S` of allowed configurations. -/
def internalEnergies (S : Set (X × Y)) (E : X × Y → ℝ) (x : X) : Set ℝ :=
  {e | ∃ y, (x, y) ∈ S ∧ E (x, y) = e}

/-- The relaxed energy at `x`: the infimum of the energy over all allowed internal coordinates. -/
def relaxedEnergy (S : Set (X × Y)) (E : X × Y → ℝ) (x : X) : ℝ :=
  sInf (internalEnergies S E x)

/-- If the energies reachable at `x` are bounded below, the relaxed energy at `x` is at most the
energy of any allowed configuration with the same outer coordinate. -/
theorem relaxedEnergy_le {S : Set (X × Y)} {E : X × Y → ℝ} {x : X} {y : Y}
    (hb : BddBelow (internalEnergies S E x)) (hy : (x, y) ∈ S) :
    relaxedEnergy S E x ≤ E (x, y) :=
  csInf_le hb ⟨y, hy, rfl⟩

/-- At an accessible outer coordinate, for any `ε > 0`, some allowed internal coordinate has energy
less than `ε` above the relaxed energy. -/
theorem exists_nearly_relaxed {S : Set (X × Y)} {E : X × Y → ℝ} {x : X}
    (hx : x ∈ Prod.fst '' S) {ε : ℝ} (hε : 0 < ε) :
    ∃ y, (x, y) ∈ S ∧ E (x, y) < relaxedEnergy S E x + ε := by
  obtain ⟨⟨x', y⟩, hy, hxe⟩ := hx
  obtain rfl : x' = x := hxe
  have hne : (internalEnergies S E x').Nonempty := ⟨_, y, hy, rfl⟩
  have hlt : sInf (internalEnergies S E x') < relaxedEnergy S E x' + ε :=
    lt_add_of_pos_right _ hε
  obtain ⟨_, ⟨z, hz, rfl⟩, h⟩ := exists_lt_of_csInf_lt hne hlt
  exact ⟨z, hz, h⟩

/-- If an allowed internal coordinate minimises the energy at fixed `x`, the relaxed energy is the
energy there. -/
theorem relaxedEnergy_eq_of_min {S : Set (X × Y)} {E : X × Y → ℝ} {x : X} {y : Y}
    (hy : (x, y) ∈ S) (hmin : ∀ z, (x, z) ∈ S → E (x, y) ≤ E (x, z)) :
    relaxedEnergy S E x = E (x, y) := by
  have h : IsLeast (internalEnergies S E x) (E (x, y)) := by
    refine ⟨⟨y, hy, rfl⟩, ?_⟩
    rintro _ ⟨z, hz, rfl⟩
    exact hmin z hz
  exact h.csInf_eq

variable [AddCommGroup X] [Module ℝ X] [AddCommGroup Y] [Module ℝ Y]

/-- The outer coordinates accessible from a convex set of configurations form a convex set. -/
theorem convex_accessible {S : Set (X × Y)} (hS : Convex ℝ S) :
    Convex ℝ (Prod.fst '' S) := by
  rintro _ ⟨p, hp, rfl⟩ _ ⟨q, hq, rfl⟩ a b ha hb hab
  exact ⟨a • p + b • q, hS hp hq ha hb hab, rfl⟩

/-- Relaxing internal coordinates preserves convexity: if the energy is jointly convex on the
allowed configurations and bounded below at each accessible outer coordinate, then the relaxed
energy is convex in the outer coordinate. -/
theorem convexOn_relaxedEnergy {S : Set (X × Y)} {E : X × Y → ℝ} (hE : ConvexOn ℝ S E)
    (hbdd : ∀ x ∈ Prod.fst '' S, BddBelow (internalEnergies S E x)) :
    ConvexOn ℝ (Prod.fst '' S) (relaxedEnergy S E) := by
  refine ⟨convex_accessible hE.1, fun x₁ h₁ x₂ h₂ a b ha hb hab => ?_⟩
  refine le_of_forall_pos_le_add fun ε hε => ?_
  -- choose nearly relaxed internal coordinates at both end points
  obtain ⟨y₁, hy₁, he₁⟩ := exists_nearly_relaxed (E := E) h₁ hε
  obtain ⟨y₂, hy₂, he₂⟩ := exists_nearly_relaxed (E := E) h₂ hε
  -- their mixture is an allowed trial configuration
  have hmix : (a • x₁ + b • x₂, a • y₁ + b • y₂) ∈ S := hE.1 hy₁ hy₂ ha hb hab
  have hconv : E (a • x₁ + b • x₂, a • y₁ + b • y₂) ≤ a • E (x₁, y₁) + b • E (x₂, y₂) :=
    hE.2 hy₁ hy₂ ha hb hab
  have hle := relaxedEnergy_le (hbdd _ ⟨_, hmix, rfl⟩) hmix
  simp only [smul_eq_mul] at hconv ⊢
  have k₁ := mul_le_mul_of_nonneg_left he₁.le ha
  have k₂ := mul_le_mul_of_nonneg_left he₂.le hb
  have hsum : a * (relaxedEnergy S E x₁ + ε) + b * (relaxedEnergy S E x₂ + ε)
      = a * relaxedEnergy S E x₁ + b * relaxedEnergy S E x₂ + ε := by
    linear_combination ε * hab
  linarith

/-- Without constraints: if the energy is jointly convex and bounded below in `y` for each `x`,
its infimum over `y` is convex in `x`. -/
theorem convexOn_iInf_energy {E : X × Y → ℝ} (hE : ConvexOn ℝ univ E)
    (hbdd : ∀ x, BddBelow (range fun y => E (x, y))) :
    ConvexOn ℝ univ (fun x => ⨅ y, E (x, y)) := by
  have hS : Prod.fst '' (univ : Set (X × Y)) = univ :=
    eq_univ_of_forall fun x => ⟨(x, 0), mem_univ _, rfl⟩
  have hI : ∀ x, internalEnergies univ E x = range (fun y => E (x, y)) := by
    intro x
    ext e
    simp [internalEnergies]
  have h := convexOn_relaxedEnergy hE (fun x _ => by rw [hI]; exact hbdd x)
  have hr : relaxedEnergy univ E = fun x => ⨅ y, E (x, y) :=
    funext fun x => congrArg sInf (hI x)
  rw [hS, hr] at h
  exact h

/-- If the energy is strictly convex and the internal minimum is attained at every accessible
outer coordinate, the relaxed energy is strictly convex. -/
theorem strictConvexOn_relaxedEnergy {S : Set (X × Y)} {E : X × Y → ℝ}
    (hE : StrictConvexOn ℝ S E)
    (hatt : ∀ x ∈ Prod.fst '' S, ∃ y, (x, y) ∈ S ∧ ∀ z, (x, z) ∈ S → E (x, y) ≤ E (x, z)) :
    StrictConvexOn ℝ (Prod.fst '' S) (relaxedEnergy S E) := by
  refine ⟨convex_accessible hE.1, fun x₁ h₁ x₂ h₂ hne a b ha hb hab => ?_⟩
  obtain ⟨y₁, hy₁, m₁⟩ := hatt x₁ h₁
  obtain ⟨y₂, hy₂, m₂⟩ := hatt x₂ h₂
  have hmix : (a • x₁ + b • x₂, a • y₁ + b • y₂) ∈ S := hE.1 hy₁ hy₂ ha.le hb.le hab
  obtain ⟨y₃, hy₃, m₃⟩ := hatt (a • x₁ + b • x₂) ⟨_, hmix, rfl⟩
  rw [relaxedEnergy_eq_of_min hy₁ m₁, relaxedEnergy_eq_of_min hy₂ m₂,
    relaxedEnergy_eq_of_min hy₃ m₃]
  -- the mixed minimisers bound the true minimum at the mixed outer coordinate
  exact lt_of_le_of_lt (m₃ _ hmix)
    (hE.2 hy₁ hy₂ (fun h => hne (congrArg Prod.fst h)) ha hb hab)

/-- The energy of two coupled harmonic coordinates with force constants `a` and `c` and
coupling `b`. -/
def harmonicEnergy (a b c : ℝ) (p : ℝ × ℝ) : ℝ :=
  a / 2 * p.1 ^ 2 + b * p.1 * p.2 + c / 2 * p.2 ^ 2

/-- Relaxing an internal coordinate with positive force constant `c` leaves a quadratic energy with
force constant `a - b² / c`. -/
theorem relaxedEnergy_harmonic {a b c : ℝ} (hc : 0 < c) (x : ℝ) :
    relaxedEnergy univ (harmonicEnergy a b c) x = (a - b ^ 2 / c) / 2 * x ^ 2 := by
  -- complete the square in the internal coordinate
  have hkey : ∀ z, harmonicEnergy a b c (x, z)
      = (a - b ^ 2 / c) / 2 * x ^ 2 + c / 2 * (z + b / c * x) ^ 2 := by
    intro z
    simp only [harmonicEnergy]
    have hc' : c ≠ 0 := hc.ne'
    field_simp
    ring
  have hmin : ∀ z, (x, z) ∈ (univ : Set (ℝ × ℝ)) →
      harmonicEnergy a b c (x, -(b / c * x)) ≤ harmonicEnergy a b c (x, z) := by
    intro z _
    rw [hkey, hkey, neg_add_cancel]
    have h : 0 ≤ c / 2 * (z + b / c * x) ^ 2 := by positivity
    linarith
  rw [relaxedEnergy_eq_of_min (mem_univ _) hmin, hkey, neg_add_cancel]
  ring

/-- For a positive internal force constant `c`, the relaxed harmonic energy is convex exactly when
`b² ≤ a c`. -/
theorem convexOn_relaxed_harmonic_iff {a b c : ℝ} (hc : 0 < c) :
    ConvexOn ℝ univ (relaxedEnergy univ (harmonicEnergy a b c)) ↔ b ^ 2 ≤ a * c := by
  have hr : relaxedEnergy univ (harmonicEnergy a b c)
      = fun x => (a - b ^ 2 / c) / 2 * x ^ 2 := funext fun x => relaxedEnergy_harmonic hc x
  have hk : b ^ 2 ≤ a * c ↔ 0 ≤ a - b ^ 2 / c := by
    rw [sub_nonneg, div_le_iff₀ hc]
  rw [hr, hk]
  generalize a - b ^ 2 / c = k
  constructor
  · intro h
    -- compare the midpoint of 1 and -1 with the end points
    have h1 := h.2 (mem_univ (1 : ℝ)) (mem_univ (-1 : ℝ))
      (show (0 : ℝ) ≤ 1 / 2 by norm_num) (show (0 : ℝ) ≤ 1 / 2 by norm_num) (by norm_num)
    simp only [smul_eq_mul] at h1
    nlinarith
  · intro h
    refine ⟨convex_univ, fun u _ v _ s t hs ht hst => ?_⟩
    obtain rfl : t = 1 - s := by linarith
    simp only [smul_eq_mul]
    nlinarith [mul_nonneg h (mul_nonneg (mul_nonneg hs ht) (sq_nonneg (u - v)))]

/-- Convexity in each coordinate separately does not suffice: the harmonic energy with
`a = c = 1` and `b = 2` is convex in `x` and in `y`, but its relaxed energy is not convex. -/
theorem separate_convexity_insufficient :
    (∀ y, ConvexOn ℝ univ fun x => harmonicEnergy 1 2 1 (x, y)) ∧
    (∀ x, ConvexOn ℝ univ fun y => harmonicEnergy 1 2 1 (x, y)) ∧
    ¬ ConvexOn ℝ univ (relaxedEnergy univ (harmonicEnergy 1 2 1)) := by
  refine ⟨fun y => ⟨convex_univ, fun u _ v _ s t hs ht hst => ?_⟩,
    fun x => ⟨convex_univ, fun u _ v _ s t hs ht hst => ?_⟩, ?_⟩
  · obtain rfl : t = 1 - s := by linarith
    simp only [harmonicEnergy, smul_eq_mul]
    nlinarith [mul_nonneg (mul_nonneg hs ht) (sq_nonneg (u - v))]
  · obtain rfl : t = 1 - s := by linarith
    simp only [harmonicEnergy, smul_eq_mul]
    nlinarith [mul_nonneg (mul_nonneg hs ht) (sq_nonneg (u - v))]
  · rw [convexOn_relaxed_harmonic_iff one_pos]
    norm_num

end

end RelaxedEnergyConvexity
```

```lean
#print axioms RelaxedEnergyConvexity.convexOn_relaxedEnergy
#print axioms RelaxedEnergyConvexity.convexOn_iInf_energy
#print axioms RelaxedEnergyConvexity.strictConvexOn_relaxedEnergy
#print axioms RelaxedEnergyConvexity.separate_convexity_insufficient
```

```
'RelaxedEnergyConvexity.convexOn_relaxedEnergy' depends on axioms: [propext, Classical.choice, Quot.sound]
'RelaxedEnergyConvexity.convexOn_iInf_energy' depends on axioms: [propext, Classical.choice, Quot.sound]
'RelaxedEnergyConvexity.strictConvexOn_relaxedEnergy' depends on axioms: [propext, Classical.choice, Quot.sound]
'RelaxedEnergyConvexity.separate_convexity_insufficient' depends on axioms: [propext, Classical.choice, Quot.sound]
```

## How the proof follows the derivation

`relaxedEnergy_le` states that, when the energies at fixed \(x\) are bounded below, any allowed configuration there bounds the relaxed energy from above, and `exists_nearly_relaxed` supplies an internal coordinate within \(\varepsilon\) of the infimum. `convex_accessible` shows that the accessible outer coordinates form a convex set, by mixing full configurations and projecting the result.

In `convexOn_relaxedEnergy`, `le_of_forall_pos_le_add` reduces the goal to an inequality with an arbitrary positive \(\varepsilon\) added. `hmix` says that the mixture is allowed, `hconv` is joint convexity, and `hle` is the trial bound. `k₁` and `k₂` multiply the near-optimality inequalities by the weights, `hsum` collects the two \(\varepsilon\) terms using \(a+b=1\), and `linarith` chains the inequalities. The unconstrained theorem follows by identifying the two ways of writing the infimum.

For the strict version, `relaxedEnergy_eq_of_min` replaces each relaxed energy by the energy at a minimiser. The minimiser at the mixed outer coordinate lies no higher than the mixed configuration, which strict convexity places below the weighted average.

In `relaxedEnergy_harmonic`, `hkey` is the completed square and `hmin` verifies the minimiser \(-bx/c\). `convexOn_relaxed_harmonic_iff` then follows the argument above: the midpoint test gives one direction, and for the other `nlinarith` receives the non-negative product \(k\,st(u-v)^2\). The same square proves the two separate convexity claims in `separate_convexity_insufficient`, whose last part reduces to the false inequality \(4\le1\).
